# Rotation invariance and pair levels of the Kanamori interaction in n real orbitals

Two electrons share an atomic shell of n degenerate real orbitals. In the Kanamori model they repel with energy U in the same orbital and U' in different ones; J exchanges their orbitals, and J' moves a pair from one orbital to another. Degenerate orbitals may be rotated among themselves, so does the interaction keep the same form in every orthonormal real basis, and what are its levels?

Product states e_ij are labelled by `Pair n`, and operators are real matrices on these n² states. With Swap e_ij = e_ji and K_(ij),(kl) = δ_ij δ_kl, consider

V = a·1 + b·Swap + c·K.

`interaction` is V, while `kanamori` is defined entry by entry from U, U', J and J'. `pairState` is the column u = Σ_i e_ii (normalised: u/√n). `antiStates` is the matrix B with columns e_ij − e_ji for i < j (normalised: divided by √2).

In Lean 4 with Mathlib:

```lean
import Mathlib

open Polynomial Matrix
open scoped Kronecker

namespace KanamoriInteraction

noncomputable section

/-- Ordered pairs of orbitals, the labels of two-particle product states. -/
abbrev Pair (n : ℕ) := Fin n × Fin n

/-- Pairs of distinct orbitals in increasing order. -/
abbrev IncPair (n : ℕ) := {e : Pair n // e.1 < e.2}

/-- The exchange operator, which swaps the orbitals of the two particles. -/
def swapOp (n : ℕ) : Matrix (Pair n) (Pair n) ℝ :=
  Matrix.of fun p q => if p = q.swap then 1 else 0

/-- The unnormalised pair state in which both particles share an orbital, summed over orbitals. -/
def pairState (n : ℕ) : Matrix (Pair n) Unit ℝ :=
  Matrix.of fun p _ => if p.1 = p.2 then 1 else 0

/-- The pair-hopping operator `K`, with entries `δ_ij δ_kl`. -/
def pairHop (n : ℕ) : Matrix (Pair n) (Pair n) ℝ :=
  Matrix.of fun p q => (if p.1 = p.2 then 1 else 0) * (if q.1 = q.2 then 1 else 0)

/-- The interaction `a + b Swap + c K` on pairs of orbitals. -/
def interaction (n : ℕ) (a b c : ℝ) : Matrix (Pair n) (Pair n) ℝ :=
  a • 1 + b • swapOp n + c • pairHop n

/-- The Kanamori matrix: repulsion `U` within an orbital and `U'` between orbitals,
exchange `J` and pair hopping `J'`. -/
def kanamori (n : ℕ) (U U' J J' : ℝ) : Matrix (Pair n) (Pair n) ℝ :=
  Matrix.of fun p q =>
    if p = q then (if p.1 = p.2 then U else U')
    else if p = q.swap then J
    else if p.1 = p.2 ∧ q.1 = q.2 then J' else 0

/-- The antisymmetric pair states `e_ij - e_ji` with `i < j`, as columns. -/
def antiStates (n : ℕ) : Matrix (Pair n) (IncPair n) ℝ :=
  Matrix.of fun p e => (if p = e.1 then 1 else 0) - (if p = e.1.swap then 1 else 0)
```

Spin is not represented. By the Pauli principle, antisymmetric orbital pairs go with spin triplets and symmetric ones with singlets. The energies are free parameters, not computed Coulomb integrals, and there is no crystal-field splitting or hopping between atoms.

## Orthogonal rotations: OᵀO = 1

This hypothesis says that the new real orbitals are orthonormal; reflections are included. Both electrons are rotated together, by O ⊗ O. Swap commutes with O ⊗ O for any O, since both factors are the same. For K = uuᵀ we use orthogonality, which for a square matrix also gives OOᵀ = 1:

((O ⊗ O)u)_ij = Σ_k O_ik O_jk = (OOᵀ)_ij = δ_ij.

So (O ⊗ O)K = K. In the same way OᵀO = 1 gives uᵀ(O ⊗ O) = uᵀ, hence K(O ⊗ O) = K. These are `hK₁` and `hK₂` in the proof; `hS` handles Swap by relabelling.

```lean
/-- The interaction `a + b Swap + c K` commutes with every orthogonal rotation of the orbitals,
applied to both particles. -/
theorem interaction_commute {n : ℕ} (a b c : ℝ) (O : Matrix (Fin n) (Fin n) ℝ)
    (hO : Oᵀ * O = 1) : Commute (O ⊗ₖ O) (interaction n a b c) := by
  have hO' : O * Oᵀ = 1 := mul_eq_one_comm.mp hO
  have hS : Commute (O ⊗ₖ O) (swapOp n) := by
    ext p q
    have h : ∀ r : Pair n, p = r.swap ↔ r = p.swap := fun r =>
      ⟨fun h => by rw [h, Prod.swap_swap], fun h => by rw [h, Prod.swap_swap]⟩
    simp [Matrix.mul_apply, swapOp, h, mul_comm]
  have hsum : ∀ f : Pair n → ℝ,
      ∑ r, (if r.1 = r.2 then 1 else 0) * f r = ∑ i, f (i, i) := fun f => by
    simp [Fintype.sum_prod_type]
  -- orthogonality makes both products equal to K itself
  have hK₁ : (O ⊗ₖ O) * pairHop n = pairHop n := by
    ext p q
    have h := congrFun (congrFun hO' p.1) p.2
    simp only [Matrix.mul_apply, Matrix.transpose_apply, Matrix.one_apply] at h
    simp only [Matrix.mul_apply, pairHop, Matrix.of_apply, Matrix.kroneckerMap_apply]
    rw [← h, Finset.sum_mul, ← hsum fun r => O p.1 r.1 * O p.2 r.2 * _]
    exact Finset.sum_congr rfl fun r _ => by ring
  have hK₂ : pairHop n * (O ⊗ₖ O) = pairHop n := by
    ext p q
    have h := congrFun (congrFun hO q.1) q.2
    simp only [Matrix.mul_apply, Matrix.transpose_apply, Matrix.one_apply] at h
    simp only [Matrix.mul_apply, pairHop, Matrix.of_apply, Matrix.kroneckerMap_apply]
    rw [← h, Finset.mul_sum, ← hsum fun r => _ * (O r.1 q.1 * O r.2 q.2)]
    exact Finset.sum_congr rfl fun r _ => by ring
  have hK : Commute (O ⊗ₖ O) (pairHop n) := hK₁.trans hK₂.symm
  exact (((Commute.one_right _).smul_right a).add_right (hS.smul_right b)).add_right
    (hK.smul_right c)
```

Without orthogonality, O = diag(2, 1) already fails for n = 2 and c ≠ 0: between e_11 and e_22, (O ⊗ O)K has entry 4 and K(O ⊗ O) has entry 1.

## At least one orbital: n ≥ 1

The levels of V come from a small diagonal matrix. For W of size p × q, Z of size q × p and t = X − s, multiply blocks:

[t1, W; Z, 1] · [1, −W; 0, t1] = [t1, 0; Z, t1 − ZW].

Taking determinants gives

t^q det(t1 − WZ) = t^p det(t1 − ZW),

which relates the characteristic polynomials of s + WZ and s + ZW.

```lean
/-- The characteristic polynomials of `s + W Z` and `s + Z W` agree up to powers of `X - s`,
also for rectangular `W` and `Z`. -/
theorem charpoly_shift_mul {p q : Type*} [Fintype p] [DecidableEq p] [Fintype q] [DecidableEq q]
    (W : Matrix p q ℝ) (Z : Matrix q p ℝ) (s : ℝ) :
    (X - C s) ^ Fintype.card q * (s • 1 + W * Z).charpoly =
      (X - C s) ^ Fintype.card p * (s • 1 + Z * W).charpoly := by
  have h₁ : charmatrix (s • 1 + W * Z) = (X - C s) • 1 - W.map C * Z.map C := by
    ext1 i j
    by_cases h : i = j
    · subst h; simp [sub_sub, Matrix.mul_apply]
    · simp [h, Matrix.mul_apply]
  have h₂ : charmatrix (s • 1 + Z * W) = (X - C s) • 1 - Z.map C * W.map C := by
    ext1 i j
    by_cases h : i = j
    · subst h; simp [sub_sub, Matrix.mul_apply]
    · simp [h, Matrix.mul_apply]
  -- one block matrix, eliminated in two ways
  have key : fromBlocks ((X - C s) • 1) (W.map C) (Z.map C) 1 *
      fromBlocks 1 (-W.map C) 0 ((X - C s) • 1) =
      fromBlocks ((X - C s) • 1) 0 (Z.map C) ((X - C s) • 1 - Z.map C * W.map C) := by
    rw [fromBlocks_multiply, fromBlocks_inj]
    exact ⟨by simp, by simp, by simp, by simp [neg_add_eq_sub]⟩
  have hd := congrArg Matrix.det key
  rw [det_mul, det_fromBlocks_one₂₂, det_fromBlocks_zero₂₁, det_fromBlocks_zero₁₂,
    det_smul, det_smul, det_one, det_one, ← h₁, ← h₂] at hd
  unfold Matrix.charpoly
  linear_combination hd
```

Let m be the number of pairs i < j. Splitting all n² pairs into i < j, i > j and i = j gives 2m + n = n², so m = n(n−1)/2.

```lean
/-- Twice the number of increasing orbital pairs, plus the number of orbitals, is `n²`. -/
theorem card_incPair (n : ℕ) : 2 * Fintype.card (IncPair n) + n = n * n := by
  have h₁ : Fintype.card (IncPair n) = ∑ i : Fin n, ∑ j : Fin n, if i < j then 1 else 0 := by
    rw [Fintype.card_subtype, Finset.card_filter, Fintype.sum_prod_type]
  have h₂ : (∑ i : Fin n, ∑ j : Fin n, if j < i then 1 else 0) =
      ∑ i : Fin n, ∑ j : Fin n, if i < j then 1 else 0 := Finset.sum_comm
  have h₃ : (∑ i : Fin n, ∑ j : Fin n, if i = j then 1 else 0) = n := by simp
  have h₄ : (∑ i : Fin n, ∑ j : Fin n, ((if i < j then 1 else 0) +
      (if j < i then 1 else 0) + (if i = j then 1 else 0))) = n * n := by
    have h : ∀ i j : Fin n, ((if i < j then 1 else 0) +
        (if j < i then 1 else 0) + (if i = j then 1 else 0)) = 1 := fun i j => by grind
    simp [h]
  simp only [Finset.sum_add_distrib] at h₄
  omega
```

Entry by entry, BBᵀ = 1 − Swap and BᵀB = 2·1.

```lean
/-- The antisymmetric pair states resolve the operator `1 - Swap`. -/
theorem antiStates_mul_transpose (n : ℕ) :
    antiStates n * (antiStates n)ᵀ = 1 - swapOp n := by
  ext ⟨i, j⟩ ⟨k, l⟩
  simp only [Matrix.mul_apply, Matrix.transpose_apply, antiStates, swapOp, Matrix.of_apply,
    Matrix.sub_apply, Matrix.one_apply, Prod.swap_prod_mk, Prod.mk.injEq]
  rcases lt_trichotomy i j with h | h | h
  · rw [Finset.sum_eq_single (⟨(i, j), h⟩ : IncPair n)]
    · grind
    · rintro ⟨⟨x, y⟩, hxy⟩ - he
      grind
    · simp
  · rw [Finset.sum_eq_zero]
    · grind
    · rintro ⟨⟨x, y⟩, hxy⟩ -
      grind
  · rw [Finset.sum_eq_single (⟨(j, i), h⟩ : IncPair n)]
    · grind
    · rintro ⟨⟨x, y⟩, hxy⟩ - he
      grind
    · simp

/-- The antisymmetric pair states are mutually orthogonal with squared norm two. -/
theorem antiStates_transpose_mul (n : ℕ) :
    (antiStates n)ᵀ * antiStates n = (2 : ℝ) • 1 := by
  ext ⟨⟨i, j⟩, h⟩ ⟨⟨k, l⟩, h'⟩
  simp only [Matrix.mul_apply, Matrix.transpose_apply, antiStates, Matrix.of_apply, sub_mul,
    Finset.sum_sub_distrib, ite_mul, one_mul, zero_mul, Finset.sum_ite_eq', Finset.mem_univ,
    if_true, Matrix.smul_apply, Matrix.one_apply, smul_eq_mul]
  grind
```

Also Bᵀu = 0 and uᵀu = n. Put s = a + b, W = [B, u], and let Z have the row blocks −bBᵀ and cuᵀ. Then

s + WZ = (a + b)·1 − b(1 − Swap) + cK = V,

s + ZW = diag(a − b, …, a − b, a + b + nc),

with a − b occurring m times. Here p = n² and q = m + 1. Cancelling t^(m+1) leaves (X − a − b) to the power n² − m − 1 = n(n+1)/2 − 1. In the proof, `hV` and `hD` are the two displayed identities, and `mul_left_cancel₀` performs the cancellation.

```lean
/-- For `n ≥ 1` orbitals, the characteristic polynomial of `a + b Swap + c K` is the product of
`X - (a - b)` and `X - (a + b)`, raised to the powers shown, and `X - (a + b + n c)`. -/
theorem interaction_charpoly {n : ℕ} (hn : 1 ≤ n) (a b c : ℝ) :
    (interaction n a b c).charpoly =
      (X - C (a - b)) ^ (n * (n - 1) / 2) * (X - C (a + b)) ^ (n * (n + 1) / 2 - 1) *
        (X - C (a + b + n * c)) := by
  have hBu : (antiStates n)ᵀ * pairState n = 0 := by
    ext e x
    simp only [Matrix.mul_apply, Matrix.transpose_apply, antiStates, pairState, Matrix.of_apply,
      sub_mul, Finset.sum_sub_distrib, ite_mul, one_mul, zero_mul, Finset.sum_ite_eq',
      Finset.mem_univ, if_true, Prod.fst_swap, Prod.snd_swap]
    simp [e.2.ne, e.2.ne']
  have huB : (pairState n)ᵀ * antiStates n = 0 := by
    simpa using congrArg Matrix.transpose hBu
  have huu : (pairState n)ᵀ * pairState n = (n : ℝ) • 1 := by
    ext x y
    simp [Matrix.mul_apply, pairState, Fintype.sum_prod_type]
  have hK : pairState n * (pairState n)ᵀ = pairHop n := by
    ext p q
    simp [Matrix.mul_apply, pairState, pairHop]
  -- V = (a + b) + W Z, while (a + b) + Z W is diagonal
  have key := charpoly_shift_mul (fromCols (antiStates n) (pairState n))
    (fromRows ((-b) • (antiStates n)ᵀ) (c • (pairState n)ᵀ)) (a + b)
  have hV : (a + b) • 1 + fromCols (antiStates n) (pairState n) *
      fromRows ((-b) • (antiStates n)ᵀ) (c • (pairState n)ᵀ) = interaction n a b c := by
    rw [fromCols_mul_fromRows, Matrix.mul_smul, Matrix.mul_smul, antiStates_mul_transpose, hK,
      interaction]
    module
  have hD : (a + b) • 1 + fromRows ((-b) • (antiStates n)ᵀ) (c • (pairState n)ᵀ) *
      fromCols (antiStates n) (pairState n) =
      diagonal (Sum.elim (fun _ => a - b) (fun _ => a + b + n * c)) := by
    rw [fromRows_mul_fromCols]
    simp only [Matrix.smul_mul, antiStates_transpose_mul, hBu, huB, huu]
    ext (e | e) (f | f)
    · by_cases h : e = f
      · subst h
        simp
        ring
      · simp [h]
    · simp
    · simp
    · simp
      ring
  have hdiag : ∀ d : IncPair n ⊕ Unit → ℝ, (diagonal d).charpoly = ∏ i, (X - C (d i)) := by
    intro d
    have h : charmatrix (diagonal d) = diagonal fun i => X - C (d i) := by
      ext1 i j
      by_cases h : i = j
      · subst h; simp
      · simp [h]
    rw [Matrix.charpoly, h, det_diagonal]
  rw [hV, hD, hdiag] at key
  simp only [Fintype.prod_sum_type, Sum.elim_inl, Sum.elim_inr, Finset.prod_const,
    Finset.card_univ, Fintype.card_sum, Fintype.card_unit, Fintype.card_prod, Fintype.card_fin,
    pow_one] at key
  -- count the states and cancel the common monic factor
  have hc := card_incPair n
  have e₁ : n * (n - 1) / 2 = Fintype.card (IncPair n) := by
    rw [Nat.mul_sub, mul_one]; omega
  have e₂ : n * n = Fintype.card (IncPair n) + 1 + (n * (n + 1) / 2 - 1) := by
    rw [Nat.mul_add, mul_one]; omega
  rw [e₂, pow_add _ (Fintype.card (IncPair n) + 1)] at key
  rw [e₁]
  apply mul_left_cancel₀ (pow_ne_zero (Fintype.card (IncPair n) + 1) (X_sub_C_ne_zero (a + b)))
  rw [key]
  ring
```

The hypothesis n ≥ 1 ensures that u is a nonzero state. At n = 0 the characteristic polynomial is 1, but the right-hand side would still contain a linear factor. If levels coincide, their exponents add.

## At least two orbitals: n ≥ 2

Comparing entries gives

Kanamori = V(a = U', b = J, c = J') + δP, with δ = U − U' − J − J',

where P projects onto doubly occupied orbitals.

```lean
/-- The Kanamori matrix is `U' + J Swap + J' K` plus `U - U' - J - J'` times the projector on
pairs sharing an orbital. -/
theorem kanamori_eq (n : ℕ) (U U' J J' : ℝ) :
    kanamori n U U' J J' = interaction n U' J J' +
      (U - U' - J - J') • diagonal (fun p : Pair n => if p.1 = p.2 then (1 : ℝ) else 0) := by
  ext ⟨i, j⟩ ⟨k, l⟩
  simp only [kanamori, interaction, swapOp, pairHop, Matrix.of_apply, Matrix.add_apply,
    Matrix.smul_apply, Matrix.one_apply, diagonal_apply, smul_eq_mul, Prod.swap_prod_mk,
    Prod.mk.injEq]
  grind
```

If δ = 0, invariance follows from that of V. Conversely, invariance forces δP to commute with O ⊗ O. For orbitals p ≠ q, the entry between e_pp and e_pq gives

δ O_pp O_pq = 0.

Take the reflection O = 1 − (2/5)wwᵀ with w = e_p + 2e_q. Since wᵀw = 5, it is orthogonal, and O_pp = 3/5, O_pq = −4/5. Hence δ = 0.

```lean
/-- For at least two orbitals, the Kanamori matrix is invariant under all orthogonal orbital
rotations exactly when `U = U' + J + J'`. -/
theorem kanamori_invariant_iff {n : ℕ} (hn : 2 ≤ n) (U U' J J' : ℝ) :
    (∀ O : Matrix (Fin n) (Fin n) ℝ, Oᵀ * O = 1 → Commute (O ⊗ₖ O) (kanamori n U U' J J')) ↔
      U = U' + J + J' := by
  constructor
  · intro h
    obtain ⟨p, q, hpq⟩ : ∃ p q : Fin n, p ≠ q :=
      ⟨⟨0, by omega⟩, ⟨1, by omega⟩, by simp⟩
    -- the reflection along e_p + 2 e_q mixes the two orbitals
    let w : Fin n → ℝ := fun k => if k = p then 1 else if k = q then 2 else 0
    have hw : ∑ k, w k * w k = 5 := by
      have h' : ∀ k, w k * w k = (if k = p then 1 else 0) + (if k = q then 4 else 0) :=
        fun k => by grind
      simp only [h', Finset.sum_add_distrib, Finset.sum_ite_eq', Finset.mem_univ, if_true]
      norm_num
    have hW : vecMulVec w w * vecMulVec w w = (5 : ℝ) • vecMulVec w w := by
      ext i j
      simp only [Matrix.mul_apply, vecMulVec_apply, Matrix.smul_apply, smul_eq_mul]
      rw [← hw, Finset.sum_mul]
      exact Finset.sum_congr rfl fun k _ => by ring
    have hT : (vecMulVec w w)ᵀ = vecMulVec w w := by
      ext i j
      simp [vecMulVec_apply, mul_comm]
    have hO : (1 - (2 / 5 : ℝ) • vecMulVec w w)ᵀ * (1 - (2 / 5 : ℝ) • vecMulVec w w) = 1 := by
      rw [transpose_sub, transpose_one, transpose_smul, hT]
      simp only [sub_mul, mul_sub, one_mul, mul_one, Matrix.smul_mul, Matrix.mul_smul, hW]
      module
    have hpp : (1 - (2 / 5 : ℝ) • vecMulVec w w) p p = 3 / 5 := by
      simp [vecMulVec_apply, w]
      norm_num
    have hpq' : (1 - (2 / 5 : ℝ) • vecMulVec w w) p q = -4 / 5 := by
      simp [vecMulVec_apply, w, hpq, hpq.symm]
      norm_num
    have hc := (h _ hO).eq
    rw [kanamori_eq, mul_add, add_mul, (interaction_commute U' J J' _ hO).eq] at hc
    have hc' := add_left_cancel hc
    have he := congrFun (congrFun hc' (p, p)) (p, q)
    simp only [Matrix.mul_smul, Matrix.smul_mul, Matrix.smul_apply, mul_diagonal, diagonal_mul,
      kroneckerMap_apply, hpp, hpq', hpq, if_true, if_false, smul_eq_mul] at he
    linarith
  · intro h O hO
    have h0 : U - U' - J - J' = 0 := by linarith
    rw [kanamori_eq, h0, zero_smul, add_zero]
    exact interaction_commute U' J J' O hO
```

With a single orbital the matrix is just the number U, which is invariant whatever the other parameters are.

## The parameter choice U' = U − 2J, J' = J

For real orbitals the Coulomb integrals give J' = J; U' = U − 2J is then the invariance condition. Substitution into the spectrum of V gives the levels U − 3J, U − J and U + (n−1)J, with orbital degeneracies n(n−1)/2, n(n+1)/2 − 1 and 1. For n = 1 the first two are 0 and only the level U remains. Counting spin states triples the first degeneracy.

```lean
/-- For `n ≥ 1`, `U' = U - 2J` and `J' = J`, the characteristic polynomial of the Kanamori matrix is
the product of `X - (U - 3J)` and `X - (U - J)`, raised to the powers shown, and
`X - (U + (n - 1) J)`. -/
theorem kanamori_charpoly {n : ℕ} (hn : 1 ≤ n) (U J : ℝ) :
    (kanamori n U (U - 2 * J) J J).charpoly =
      (X - C (U - 3 * J)) ^ (n * (n - 1) / 2) * (X - C (U - J)) ^ (n * (n + 1) / 2 - 1) *
        (X - C (U + (n - 1) * J)) := by
  have h0 : U - (U - 2 * J) - J - J = 0 := by ring
  have h₁ : U - 2 * J - J = U - 3 * J := by ring
  have h₂ : U - 2 * J + J = U - J := by ring
  have h₃ : U - J + n * J = U + (n - 1) * J := by ring
  rw [kanamori_eq, h0, zero_smul, add_zero, interaction_charpoly hn, h₁, h₂, h₃]

end

end KanamoriInteraction
```

For other parameters with δ ≠ 0 and n ≥ 2, the interaction singles out an orbital basis. In multiorbital Hubbard calculations with U' = U − 2J and J' = J, the levels U − 3J, U − J and U + (n−1)J can test an implementation of the Kanamori interaction, for two electrons on an isolated atom with degenerate orbitals whose one-electron energy is set to zero.

```lean
#print axioms KanamoriInteraction.kanamori_invariant_iff
-- 'KanamoriInteraction.kanamori_invariant_iff' depends on axioms: [propext, Classical.choice, Quot.sound]
#print axioms KanamoriInteraction.kanamori_charpoly
-- 'KanamoriInteraction.kanamori_charpoly' depends on axioms: [propext, Classical.choice, Quot.sound]
```
